# In reduced units, the thermal moment of a free spin-j multiplet has zero-field slope j(j+1)/3

A paramagnetic ion sits in a weak magnetic field at temperature T. The field splits its ground multiplet into 2j+1 equally spaced Zeeman levels, the lower ones are slightly more populated, and the ion acquires a mean moment along the field. Let the reduced field x be the spacing of the levels divided by the thermal energy kT, and measure the moment in units of its change from one level to the next. I write this thermal moment as

M(x) = Σ m exp(m x) / Σ exp(m x),

with m running over −j, −j+1, ..., j. I was taught that M(0) = 0 and M′(0) = j(j+1)/3, and that this is where the j(j+1) in Curie's law comes from. The usual argument expands the exponentials and discards higher orders. Can this be made fully rigorous for every j, integer or half-integer, and checked by machine in Lean 4?

## The slope is a variance, and at zero field the variance is a plain average

Yes, and no series expansion is needed. Write j = n/2 with n a natural number, and label the projections by k = 0, ..., n, so that m = k − j. All sums below run over these n+1 = 2j+1 values.

Start with two power sums. For any natural number N and any real c,

Σ_{k<N} (k − c) = N(N−1)/2 − N c,

Σ_{k<N} (k − c)² = N(N−1)(2N−1)/6 − c N(N−1) + N c².

Both hold for N = 0, where each side is zero. Going from N to N+1 adds N − c to the first sum and N² − 2cN + c² to the second. On the right-hand sides,

N(N−1)/2 + N = (N+1)N/2,

N(N−1)(2N−1)/6 + N² = (N+1)N(2N+1)/6,

c N(N−1) + 2cN = c (N+1)N,

which is what the formulas require at N+1. Now put N = n+1 and c = n/2. The first sum gives

Σ m = (n+1)n/2 − (n+1)n/2 = 0,

and the second gives

Σ m² = (n+1)n(2n+1)/6 − n²(n+1)/2 + (n+1)n²/4 = (n+1) n(n+2)/12.

Since j(j+1)/3 = n(n+2)/12, this is Σ m² = (2j+1) j(j+1)/3.

Next, differentiate M at an arbitrary x. Define

Z = Σ exp(m x), S = Σ m exp(m x), A = Σ m² exp(m x).

These are finite sums, so they may be differentiated term by term: Z′ = S and S′ = A. Every term of Z is positive, so Z > 0 and the quotient rule applies to M = S/Z:

M′(x) = (A Z − S²)/Z² = A/Z − M².

The thermal variance of m is

(1/Z) Σ (m − M)² exp(m x) = (A − 2 M S + M² Z)/Z = A/Z − M²,

because S = M Z. The slope of the moment is therefore its thermal variance at every field, which is the fluctuation-response relation for this system.

At x = 0 every exponential equals 1. Then Z = n+1, M(0) = Σ m/(n+1) = 0, and

M′(0) = Σ m²/(n+1) = j(j+1)/3.

Two consequences follow. If n > 0, the projections −j and −j+1 are different numbers, so they cannot both equal M(x). At least one term of the variance is then positive and none is negative, so M′(x) > 0 for all x and M is strictly increasing.

To restore units, let g be the Landé factor, μB the Bohr magneton, B the field and kT the thermal energy. The reduced field is x = g μB B/kT and the mean moment of the ion is g μB M(x). By the chain rule its slope at B = 0 is

g μB · j(j+1)/3 · g μB/kT,

and multiplying by kT gives (g μB)² j(j+1)/3. The zero-field susceptibility per ion is thus proportional to 1/T, which is Curie's law.

The following file contains this argument.

```lean
import Mathlib

open Finset

namespace CurieConstant

noncomputable section

/-- The angular momentum quantum number `j = n/2`. -/
def spin (n : ℕ) : ℝ := (n : ℝ) / 2

/-- The magnetic quantum number `m = k - j`; it runs over `-j, ..., j` as `k` runs over
`0, ..., n`. -/
def proj (n k : ℕ) : ℝ := (k : ℝ) - spin n

/-- The partition function of the multiplet at reduced field `x`, the sum of `exp (m x)`. -/
def partitionFunction (n : ℕ) (x : ℝ) : ℝ :=
  ∑ k ∈ range (n + 1), Real.exp (proj n k * x)

/-- The thermal mean of a function `f` of the magnetic quantum number at reduced field `x`. -/
def thermalMean (n : ℕ) (f : ℝ → ℝ) (x : ℝ) : ℝ :=
  (∑ k ∈ range (n + 1), f (proj n k) * Real.exp (proj n k * x)) / partitionFunction n x

/-- The thermal moment `M(x)`, the thermal mean of `m`. -/
def thermalMoment (n : ℕ) (x : ℝ) : ℝ := thermalMean n (fun m => m) x

/-- The mean magnetic moment along a field `B` of an ion with Landé factor `g`, at thermal
energy `kT ≠ 0`. -/
def magnetization (n : ℕ) (g μB kT B : ℝ) : ℝ :=
  g * μB * thermalMoment n (g * μB * B / kT)

/-- The partition function is positive at every field. -/
theorem partitionFunction_pos (n : ℕ) (x : ℝ) : 0 < partitionFunction n x :=
  Finset.sum_pos (fun _ _ => Real.exp_pos _) ⟨0, by simp⟩

/-- The magnetic quantum numbers of a multiplet sum to zero. -/
theorem sum_proj (n : ℕ) : ∑ k ∈ range (n + 1), proj n k = 0 := by
  have h : ∀ (N : ℕ) (c : ℝ),
      ∑ k ∈ range N, ((k : ℝ) - c) = N * (N - 1) / 2 - N * c := by
    intro N c
    induction N with
    | zero => simp
    | succ N ih =>
      rw [Finset.sum_range_succ, ih]
      push_cast
      ring
  simp only [proj, spin]
  rw [h]
  push_cast
  ring

/-- The squares of the magnetic quantum numbers sum to `(2j + 1) j (j + 1) / 3`, where
`2j + 1 = n + 1`. -/
theorem sum_proj_sq (n : ℕ) :
    ∑ k ∈ range (n + 1), proj n k ^ 2 = ((n : ℝ) + 1) * (spin n * (spin n + 1) / 3) := by
  have h : ∀ (N : ℕ) (c : ℝ), ∑ k ∈ range N, ((k : ℝ) - c) ^ 2
      = N * (N - 1) * (2 * N - 1) / 6 - c * (N * (N - 1)) + N * c ^ 2 := by
    intro N c
    induction N with
    | zero => simp
    | succ N ih =>
      rw [Finset.sum_range_succ, ih]
      push_cast
      ring
  simp only [proj, spin]
  rw [h]
  push_cast
  ring

/-- Fluctuation-response relation: the slope of the thermal moment at any field is the thermal
variance of `m`. -/
theorem hasDerivAt_thermalMoment (n : ℕ) (x : ℝ) :
    HasDerivAt (thermalMoment n)
      (thermalMean n (fun m => (m - thermalMoment n x) ^ 2) x) x := by
  have hexp : ∀ c : ℝ, HasDerivAt (fun y => Real.exp (c * y)) (c * Real.exp (c * x)) x := by
    intro c
    have h : HasDerivAt (fun y : ℝ => c * y) c x := by
      simpa using (hasDerivAt_id' x).const_mul c
    exact h.exp.congr_deriv (mul_comm _ _)
  -- differentiate the denominator and the numerator term by term
  have hZ : HasDerivAt (partitionFunction n)
      (∑ k ∈ range (n + 1), proj n k * Real.exp (proj n k * x)) x :=
    HasDerivAt.fun_sum fun k _ => hexp (proj n k)
  have hS : HasDerivAt
      (fun y => ∑ k ∈ range (n + 1), proj n k * Real.exp (proj n k * y))
      (∑ k ∈ range (n + 1), proj n k * (proj n k * Real.exp (proj n k * x))) x :=
    HasDerivAt.fun_sum fun k _ => (hexp (proj n k)).const_mul (proj n k)
  have hne := (partitionFunction_pos n x).ne'
  -- expand the square in the variance
  have key : ∀ a : ℝ, ∑ k ∈ range (n + 1), (proj n k - a) ^ 2 * Real.exp (proj n k * x)
      = ∑ k ∈ range (n + 1), proj n k * (proj n k * Real.exp (proj n k * x))
        - 2 * a * ∑ k ∈ range (n + 1), proj n k * Real.exp (proj n k * x)
        + a ^ 2 * partitionFunction n x := by
    intro a
    unfold partitionFunction
    rw [Finset.mul_sum, Finset.mul_sum, ← Finset.sum_sub_distrib, ← Finset.sum_add_distrib]
    exact Finset.sum_congr rfl fun k _ => by ring
  have alg : ∀ A S Z : ℝ, Z ≠ 0 →
      (A * Z - S * S) / Z ^ 2 = (A - 2 * (S / Z) * S + (S / Z) ^ 2 * Z) / Z := by
    intro A S Z h
    have hq : S / Z * Z = S := div_mul_cancel₀ S h
    rw [div_eq_div_iff (pow_ne_zero 2 h) h]
    linear_combination (-Z * (S / Z * Z - S)) * hq
  refine (hS.fun_div hZ hne).congr_deriv ?_
  rw [alg _ _ _ hne]
  exact congrArg (· / partitionFunction n x) (key (thermalMoment n x)).symm

/-- The thermal moment vanishes at zero field, and its slope there in the reduced field is `j (j +
1) / 3`. -/
theorem curie_constant (n : ℕ) :
    thermalMoment n 0 = 0 ∧
      HasDerivAt (thermalMoment n) (spin n * (spin n + 1) / 3) 0 := by
  have h0 : thermalMoment n 0 = 0 := by
    simp only [thermalMoment, thermalMean, mul_zero, Real.exp_zero, mul_one, sum_proj, zero_div]
  refine ⟨h0, (hasDerivAt_thermalMoment n 0).congr_deriv ?_⟩
  -- at zero field all weights are equal
  have hZ : partitionFunction n 0 = (n : ℝ) + 1 := by
    simp [partitionFunction]
  rw [h0]
  simp only [thermalMean, mul_zero, Real.exp_zero, mul_one, sub_zero, sum_proj_sq, hZ]
  exact mul_div_cancel_left₀ _ (by positivity)

/-- For `j > 0` the thermal moment increases strictly with the field. -/
theorem thermalMoment_strictMono (n : ℕ) (hn : 0 < n) : StrictMono (thermalMoment n) := by
  apply strictMono_of_deriv_pos
  intro x
  rw [(hasDerivAt_thermalMoment n x).deriv]
  refine div_pos ?_ (partitionFunction_pos n x)
  -- some projection differs from the mean
  have hk : ∃ k ∈ range (n + 1), proj n k - thermalMoment n x ≠ 0 := by
    by_cases h : proj n 0 - thermalMoment n x = 0
    · refine ⟨1, Finset.mem_range.mpr (by omega), fun h1 => ?_⟩
      simp only [proj, Nat.cast_zero, Nat.cast_one] at h h1
      linarith
    · exact ⟨0, Finset.mem_range.mpr (by omega), h⟩
  obtain ⟨k, hmem, hne⟩ := hk
  exact Finset.sum_pos' (fun i _ => mul_nonneg (sq_nonneg _) (Real.exp_pos _).le)
    ⟨k, hmem, mul_pos (pow_pos (abs_pos.mpr hne) 2 |>.trans_eq (sq_abs _)) (Real.exp_pos _)⟩

/-- Curie's law for one ion: if `kT ≠ 0`, then `kT` times the derivative of the mean magnetic moment
with respect to the field `B`, taken at `B = 0`, equals `(g μB)² j (j + 1) / 3`. -/
theorem curie_law (n : ℕ) (g μB kT : ℝ) (hT : kT ≠ 0) :
    kT * deriv (magnetization n g μB kT) 0
      = (g * μB) ^ 2 * (spin n * (spin n + 1)) / 3 := by
  have h1 : HasDerivAt (fun B : ℝ => g * μB * B / kT) (g * μB / kT) 0 := by
    simpa using ((hasDerivAt_id' (0 : ℝ)).const_mul (g * μB)).div_const kT
  have h2 : HasDerivAt (thermalMoment n) (spin n * (spin n + 1) / 3)
      (g * μB * 0 / kT) := by
    rw [mul_zero, zero_div]
    exact (curie_constant n).2
  -- chain rule in the physical field
  have h3 : HasDerivAt (magnetization n g μB kT)
      (g * μB * (spin n * (spin n + 1) / 3 * (g * μB / kT))) 0 :=
    (HasDerivAt.comp (h₂ := thermalMoment n) (h := fun B : ℝ => g * μB * B / kT)
      0 h2 h1).const_mul (g * μB)
  have hc : g * μB / kT * kT = g * μB := div_mul_cancel₀ _ hT
  rw [h3.deriv]
  linear_combination (g * μB * (spin n * (spin n + 1) / 3)) * hc

end

end CurieConstant
```

```lean
#print axioms CurieConstant.hasDerivAt_thermalMoment
-- 'CurieConstant.hasDerivAt_thermalMoment' depends on axioms: [propext, Classical.choice, Quot.sound]
#print axioms CurieConstant.thermalMoment_strictMono
-- 'CurieConstant.thermalMoment_strictMono' depends on axioms: [propext, Classical.choice, Quot.sound]
#print axioms CurieConstant.curie_law
-- 'CurieConstant.curie_law' depends on axioms: [propext, Classical.choice, Quot.sound]
```

## How the Lean statements describe the ion

`spin n` is j = n/2 as a real number, so all integer and half-integer spins are covered, including j = 0. `proj n k` is the projection m = k − j, and `range (n + 1)` is the set of labels 0, ..., n. `partitionFunction n x` is Z, `thermalMean n f x` is the Boltzmann average of f(m), and `thermalMoment n x` is M(x).

The central theorem, `curie_constant`, reads: for every natural number n, the thermal moment is zero at x = 0, and it is differentiable there with derivative j(j+1)/3. The second half is expressed by `HasDerivAt`. The number j(j+1)/3 is one factor of a material's Curie constant, which also contains (g μB)², Boltzmann's constant, the density of ions and, in SI units, the vacuum permeability.

`hasDerivAt_thermalMoment` states the fluctuation-response relation at every real x, and `thermalMoment_strictMono` states that M increases strictly when n > 0. `curie_law` concerns `magnetization`, the mean moment per ion as a function of B, and states that kT times its derivative at B = 0 is (g μB)² j(j+1)/3 whenever kT ≠ 0. Here `g`, `μB` and `kT` are arbitrary real parameters apart from that one condition, which stands for a nonzero temperature. In particular, g is an input and is not computed from orbital and spin quantum numbers.

The weight exp(m x) fixes a sign convention: m is counted so that the moment along the field is +g μB m and the energy is −g μB B m. For electrons the moment is usually written with the opposite sign, but m and −m both occur in the multiplet, so relabelling them leaves the mean moment along the field unchanged.

The physics enters through the definitions. The multiplet is represented by its list of projections, not by angular momentum operators on a Hilbert space, and the Boltzmann distribution is postulated. The energies are strictly linear in B, with no interaction between ions, no crystal field, no diamagnetic term and no mixing with other multiplets.

For non-interacting ions with one well-isolated multiplet that is unsplit at zero field, `curie_law` lets an effective moment g √(j(j+1)) μB be read off from a susceptibility measured in weak field, once the diamagnetic part has been subtracted and given the temperature and the density of ions. In the same one-ion model, the variance formula gives the susceptibility from fluctuations at a single field value, without a finite difference in B.

Both side conditions matter, as small cases show:

- **Without n > 0**, take n = 0. The only projection is m = 0, so M(x) = 0 for all x, and M is not strictly increasing.
- **Without kT ≠ 0**, take n = 1, g = 1, μB = 1 and kT = 0. The left side of `curie_law` is zero because of its factor kT, while the right side is (1/2)(3/2)/3 = 1/4.

## From power sums to Curie's law in Lean

`partitionFunction_pos` proves Z > 0 as a sum of positive exponentials over a nonempty set. It is what permits division by Z later.

`sum_proj` and `sum_proj_sq` are the two power sums. In each, the inner statement `h` is the formula with free N and c, proved by induction. Keeping c free is useful because m = k − n/2 changes for every k when n changes, so an induction directly on n would alter all the terms at once. In the induction step, `Finset.sum_range_succ` splits off the last term and `ring` checks the polynomial identity. The lemma is then applied with N = n+1 and c = n/2.

`hasDerivAt_thermalMoment` follows the calculation with Z, S and A:

- `hexp` differentiates a single exponential exp(c y).
- `hZ` and `hS` sum such derivatives to give Z′ = S and S′ = A.
- `key` expands Σ (m − a)² exp(m x) into A − 2aS + a²Z for any real a.
- `alg` is the algebraic identity between the quotient-rule expression (AZ − S²)/Z² and the expanded variance with M = S/Z. It clears denominators and uses (S/Z) Z = S.

The quotient rule, `hS.fun_div hZ hne`, supplies a derivative, and `congr_deriv` reduces the goal to showing that this derivative equals the variance. `alg` and `key`, the latter taken at a = M(x), finish that step.

`curie_constant` first obtains M(0) = 0 from `sum_proj`, since all the exponentials become 1. It then specialises the variance formula to x = 0. With the mean equal to zero and Z = n+1, the variance is Σ m²/(n+1); `sum_proj_sq` evaluates the numerator, and the factor n+1 cancels.

`thermalMoment_strictMono` uses the criterion that a function with positive derivative everywhere is strictly increasing. The statement `hk` finds a projection different from the mean: if k = 0 already differs, it is chosen; otherwise k = 1 is, and `linarith` rules out that both equal M(x). The condition n > 0 ensures that k = 1 is an allowed label. `Finset.sum_pos'` then turns one positive term among nonnegative ones into a positive sum.

`curie_law` is the chain rule. `h1` differentiates the reduced field g μB B/kT with respect to B, `h2` takes the slope of M at zero from `curie_constant`, and `h3` combines them and multiplies by the outer factor g μB. The last line multiplies by kT and cancels it against the denominator, using `hc`, where the assumption kT ≠ 0 enters.
